# The Berry phase −π(1 − cos q) of a cyclic spin-1/2 state in a field tilted by q, in the limit of slow rotation

In a field tilted from its rotation axis, the spin 1/2 followed here is not prepared exactly along the field: for each rotation frequency $w>0$ it starts in a state that returns to itself, up to a phase, when the field has turned once. For a field of strength $v>0$ at an angle $q$ to the rotation axis, with $0<q<\pi$, this state approaches the field direction as $w\to0^+$, and part of its phase survives the limit.

```lean
import Mathlib

open Filter Topology Matrix
open scoped Real
open Complex (I)

namespace RotatingFieldGeometricPhase

noncomputable section

/-- Hamiltonian of a spin 1/2 in a field of strength `v`, tilted by `q` from the z axis and
turning about that axis at angular frequency `w`. -/
def hamiltonian (v w q t : ℝ) : Matrix (Fin 2) (Fin 2) ℂ :=
  ((v : ℂ) / 2) • !![(Real.cos q : ℂ), Real.sin q * Complex.exp (-(I * w * t));
    Real.sin q * Complex.exp (I * w * t), -(Real.cos q : ℂ)]

/-- The precession frequency `W` in the frame that turns with the field. -/
def effFreq (v w q : ℝ) : ℝ := √(v ^ 2 + w ^ 2 - 2 * v * w * Real.cos q)

/-- The unnormalised spinor along the initial field direction. -/
def alignedState (v q : ℝ) : Fin 2 → ℂ := ![(v : ℂ) + v * Real.cos q, (v : ℂ) * Real.sin q]

/-- The unnormalised spinor that stands still, up to a phase, in the frame turning with the
field. -/
def cyclicState (v w q t : ℝ) : Fin 2 → ℂ :=
  ![Complex.exp (-(I * (effFreq v w q + w) * t / 2)) * (effFreq v w q + v * Real.cos q - w),
    Complex.exp (-(I * (effFreq v w q - w) * t / 2)) * (v * Real.sin q)]

/-- The two components of the Hamiltonian acting on a spinor. -/
theorem hamiltonian_mulVec (v w q t : ℝ) (φ : Fin 2 → ℂ) :
    (hamiltonian v w q t *ᵥ φ) 0 = (v : ℂ) / 2 *
      (Real.cos q * φ 0 + Real.sin q * Complex.exp (-(I * w * t)) * φ 1) ∧
    (hamiltonian v w q t *ᵥ φ) 1 = (v : ℂ) / 2 *
      (Real.sin q * Complex.exp (I * w * t) * φ 0 - Real.cos q * φ 1) := by
  constructor <;> simp [hamiltonian, Matrix.mulVec, dotProduct, Fin.sum_univ_two] <;> ring

/-- The initial Hamiltonian multiplies the aligned spinor by the energy `v/2`. -/
theorem alignedState_eigen (v w q : ℝ) :
    hamiltonian v w q 0 *ᵥ alignedState v q = ((v : ℂ) / 2) • alignedState v q := by
  have hR := congrArg Complex.ofReal (Real.sin_sq_add_cos_sq q)
  simp only [Complex.ofReal_add, Complex.ofReal_pow, Complex.ofReal_one] at hR
  refine funext (Fin.forall_fin_two.2 ⟨?_, ?_⟩)
  · rw [(hamiltonian_mulVec v w q 0 _).1]
    simp only [alignedState, Pi.smul_apply, smul_eq_mul, Matrix.cons_val_zero,
      Matrix.cons_val_one, Complex.ofReal_zero, mul_zero, neg_zero, Complex.exp_zero]
    linear_combination (v : ℂ) ^ 2 / 2 * hR
  · rw [(hamiltonian_mulVec v w q 0 _).2]
    simp only [alignedState, Pi.smul_apply, smul_eq_mul, Matrix.cons_val_zero,
      Matrix.cons_val_one, Complex.ofReal_zero, mul_zero, Complex.exp_zero]
    ring

/-- The law of cosines for the precession frequency. -/
theorem effFreq_sq (v w q : ℝ) :
    effFreq v w q ^ 2 = v ^ 2 + w ^ 2 - 2 * v * w * Real.cos q := by
  refine Real.sq_sqrt ?_
  have h : v ^ 2 + w ^ 2 - 2 * v * w * Real.cos q =
      (v - w * Real.cos q) ^ 2 + (w * Real.sin q) ^ 2 := by
    linear_combination (-w ^ 2) * Real.sin_sq_add_cos_sq q
  rw [h]
  positivity

/-- The cyclic state solves the Schrödinger equation `ψ' = -i H(t) ψ` exactly. -/
theorem cyclicState_solves (v w q t : ℝ) :
    HasDerivAt (cyclicState v w q) ((-I) • (hamiltonian v w q t *ᵥ cyclicState v w q t)) t := by
  have hR := congrArg Complex.ofReal (Real.sin_sq_add_cos_sq q)
  have hs := congrArg Complex.ofReal (effFreq_sq v w q)
  simp only [Complex.ofReal_add, Complex.ofReal_sub, Complex.ofReal_mul, Complex.ofReal_pow,
    Complex.ofReal_one, Complex.ofReal_ofNat] at hR hs
  have hd : ∀ k a : ℂ, HasDerivAt (fun s : ℝ => Complex.exp (-(I * k * s / 2)) * a)
      (-(I * k / 2) * (Complex.exp (-(I * k * t / 2)) * a)) t := by
    intro k a
    have h : HasDerivAt (fun z : ℂ => -(I * k * z / 2)) (-(I * k / 2)) (t : ℂ) :=
      (((hasDerivAt_id' (t : ℂ)).const_mul (I * k)).div_const 2).fun_neg.congr_deriv (by ring)
    exact (h.cexp.mul_const a).comp_ofReal.congr_deriv (by ring)
  -- the turning field links the phases of the two components
  have h1 : Complex.exp (-(I * w * t)) * Complex.exp (-(I * (effFreq v w q - w) * t / 2)) =
      Complex.exp (-(I * (effFreq v w q + w) * t / 2)) := by
    rw [← Complex.exp_add]; congr 1; ring
  have h2 : Complex.exp (I * w * t) * Complex.exp (-(I * (effFreq v w q + w) * t / 2)) =
      Complex.exp (-(I * (effFreq v w q - w) * t / 2)) := by
    rw [← Complex.exp_add]; congr 1; ring
  refine hasDerivAt_pi.2 (Fin.forall_fin_two.2 ⟨?_, ?_⟩)
  · refine (hd (effFreq v w q + w) (effFreq v w q + v * Real.cos q - w)).congr_deriv ?_
    rw [Pi.smul_apply, smul_eq_mul, (hamiltonian_mulVec v w q t _).1]
    simp only [cyclicState, Matrix.cons_val_zero, Matrix.cons_val_one]
    linear_combination (I * v / 2 * Real.sin q * (v * Real.sin q)) * h1 +
      I / 2 * Complex.exp (-(I * (effFreq v w q + w) * t / 2)) * ((v : ℂ) ^ 2 * hR - hs)
  · refine (hd (effFreq v w q - w) (v * Real.sin q)).congr_deriv ?_
    rw [Pi.smul_apply, smul_eq_mul, (hamiltonian_mulVec v w q t _).2]
    simp only [cyclicState, Matrix.cons_val_zero, Matrix.cons_val_one]
    linear_combination
      (I * v / 2 * Real.sin q * (effFreq v w q + v * Real.cos q - w)) * h2

/-- The cyclic state is nonzero if the field is nonzero and not along the rotation axis. -/
theorem cyclicState_ne_zero {v q : ℝ} (hv : v ≠ 0) (hq : Real.sin q ≠ 0) (w t : ℝ) :
    cyclicState v w q t ≠ 0 := fun h =>
  mul_ne_zero (Complex.exp_ne_zero _)
    (mul_ne_zero (Complex.ofReal_ne_zero.2 hv) (Complex.ofReal_ne_zero.2 hq)) (congrFun h 1)

/-- For `w ≠ 0`, one turn of the field multiplies the cyclic state by `-exp(-iπW/w)`. -/
theorem cyclicState_period (v q : ℝ) {w : ℝ} (hw : w ≠ 0) :
    cyclicState v w q (2 * π / w) =
      (-Complex.exp (-(I * (π * effFreq v w q / w)))) • cyclicState v w q 0 := by
  have hk : (w : ℂ) * (w : ℂ)⁻¹ = 1 := mul_inv_cancel₀ (Complex.ofReal_ne_zero.2 hw)
  have e1 : Complex.exp (-(I * (effFreq v w q + w) * ((2 * π / w : ℝ) : ℂ) / 2)) =
      -Complex.exp (-(I * (π * effFreq v w q / w))) := by
    rw [show -(I * (effFreq v w q + w) * ((2 * π / w : ℝ) : ℂ) / 2) =
      -(I * (π * effFreq v w q / w)) - π * I by
        push_cast
        linear_combination (-(I * π)) * hk, Complex.exp_sub, Complex.exp_pi_mul_I, div_neg, div_one]
  have e2 : Complex.exp (-(I * (effFreq v w q - w) * ((2 * π / w : ℝ) : ℂ) / 2)) =
      -Complex.exp (-(I * (π * effFreq v w q / w))) := by
    rw [show -(I * (effFreq v w q - w) * ((2 * π / w : ℝ) : ℂ) / 2) =
      -(I * (π * effFreq v w q / w)) + π * I by
        push_cast
        linear_combination (I * π) * hk, Complex.exp_add, Complex.exp_pi_mul_I, mul_neg, mul_one]
  refine funext (Fin.forall_fin_two.2 ⟨?_, ?_⟩) <;>
    simp only [cyclicState, Pi.smul_apply, smul_eq_mul, Matrix.cons_val_zero, Matrix.cons_val_one,
      Complex.ofReal_zero, mul_zero, zero_div, neg_zero, Complex.exp_zero, one_mul, e1, e2]

/-- For `v > 0` the precession frequency tends to `v` as the rotation slows down. -/
theorem effFreq_tendsto {v : ℝ} (hv : 0 < v) (q : ℝ) :
    Tendsto (fun w => effFreq v w q) (𝓝[>] 0) (𝓝 v) := by
  have hc : Continuous (fun w => effFreq v w q) :=
    (by fun_prop : Continuous fun w : ℝ => v ^ 2 + w ^ 2 - 2 * v * w * Real.cos q).sqrt
  have h0 : effFreq v 0 q = v := by simp [effFreq, Real.sqrt_sq hv.le]
  have h := (hc.tendsto 0).mono_left (nhdsWithin_le_nhds (s := Set.Ioi 0))
  rwa [h0] at h

/-- For `v > 0` the excess precession angle per turn, `2π(W - v)/w`, tends to `-2π cos q`
as `w` tends to zero from above. -/
theorem excess_angle_tendsto {v : ℝ} (hv : 0 < v) (q : ℝ) :
    Tendsto (fun w => 2 * π * (effFreq v w q - v) / w) (𝓝[>] 0)
      (𝓝 (-(2 * π * Real.cos q))) := by
  have hid : Tendsto (fun w : ℝ => w) (𝓝[>] 0) (𝓝 0) := tendsto_id.mono_left nhdsWithin_le_nhds
  have h := ((hid.sub_const (2 * v * Real.cos q)).const_mul (2 * π)).div
    ((effFreq_tendsto hv q).add_const v) (by positivity)
  have hl : 2 * π * (0 - 2 * v * Real.cos q) / (v + v) = -(2 * π * Real.cos q) := by
    field_simp
    ring
  rw [hl] at h
  refine h.congr' ?_
  filter_upwards [self_mem_nhdsWithin] with w hw
  have hW : 0 ≤ effFreq v w q := Real.sqrt_nonneg _
  -- rationalise the difference W - v
  change 2 * π * (w - 2 * v * Real.cos q) / (effFreq v w q + v) = _
  rw [div_eq_div_iff (add_pos_of_nonneg_of_pos hW hv).ne' (Set.mem_Ioi.1 hw).ne']
  linear_combination (-(2 * π)) * effFreq_sq v w q

/-- Berry phase of a spin 1/2 for `v > 0`: after one turn of the field, and with the dynamical
phase `-πv/w` removed, the cyclic state tends for `w → 0+` to the aligned state times
`exp(-iπ(1 - cos q))`. -/
theorem berry_phase {v : ℝ} (hv : 0 < v) (q : ℝ) :
    Tendsto (fun w : ℝ => Complex.exp (I * (π * v / w)) • cyclicState v w q (2 * π / w)) (𝓝[>] 0)
      (𝓝 (Complex.exp (-(I * (π * (1 - Real.cos q)))) • alignedState v q)) := by
  have hid : Tendsto (fun w : ℝ => w) (𝓝[>] 0) (𝓝 0) := tendsto_id.mono_left nhdsWithin_le_nhds
  -- the cyclic state starts ever closer to the field direction
  have h0 : Tendsto (fun w => cyclicState v w q 0) (𝓝[>] 0) (𝓝 (alignedState v q)) := by
    refine tendsto_pi_nhds.2 (Fin.forall_fin_two.2 ⟨?_, ?_⟩)
    · have hr := ((effFreq_tendsto hv q).add_const (v * Real.cos q)).sub hid
      rw [sub_zero] at hr
      have ha : alignedState v q 0 = ((v + v * Real.cos q : ℝ) : ℂ) := by simp [alignedState]
      rw [ha]
      refine Tendsto.congr (f₁ := fun w => ((effFreq v w q + v * Real.cos q - w : ℝ) : ℂ))
        (fun w => ?_) ((Complex.continuous_ofReal.tendsto _).comp hr)
      simp [cyclicState]
    · refine Tendsto.congr (f₁ := fun _ => alignedState v q 1) (fun w => ?_) tendsto_const_nhds
      simp [cyclicState, alignedState]
  have hc : Continuous (fun x : ℝ => -Complex.exp (-(I * (x : ℂ) / 2))) := by fun_prop
  have h1 := (hc.tendsto _).comp (excess_angle_tendsto hv q)
  have hl : Complex.exp (-(I * (π * (1 - Real.cos q)))) =
      -Complex.exp (-(I * ((-(2 * π * Real.cos q) : ℝ) : ℂ) / 2)) := by
    rw [show -(I * (π * (1 - (Real.cos q : ℂ)))) =
      -(I * ((-(2 * π * Real.cos q) : ℝ) : ℂ) / 2) - π * I by push_cast; ring,
      Complex.exp_sub, Complex.exp_pi_mul_I, div_neg, div_one]
  rw [hl]
  refine (h1.smul h0).congr' ?_
  filter_upwards [self_mem_nhdsWithin] with w hw
  change (-Complex.exp (-(I * ((2 * π * (effFreq v w q - v) / w : ℝ) : ℂ) / 2))) •
    cyclicState v w q 0 = _
  rw [cyclicState_period v q (Set.mem_Ioi.1 hw).ne', smul_smul, mul_neg, ← Complex.exp_add]
  congr 3
  push_cast
  ring

end

end RotatingFieldGeometricPhase
```

```lean
#print axioms RotatingFieldGeometricPhase.alignedState_eigen
#print axioms RotatingFieldGeometricPhase.cyclicState_solves
#print axioms RotatingFieldGeometricPhase.cyclicState_ne_zero
#print axioms RotatingFieldGeometricPhase.berry_phase
```

```
'RotatingFieldGeometricPhase.alignedState_eigen' depends on axioms: [propext, Classical.choice, Quot.sound]
'RotatingFieldGeometricPhase.cyclicState_solves' depends on axioms: [propext, Classical.choice, Quot.sound]
'RotatingFieldGeometricPhase.cyclicState_ne_zero' depends on axioms: [propext, Classical.choice, Quot.sound]
'RotatingFieldGeometricPhase.berry_phase' depends on axioms: [propext, Classical.choice, Quot.sound]
```

## The spin, the field and the surviving phase

With $\hbar=1$ and field strengths given as angular frequencies, `hamiltonian v w q t` is the matrix of

$$H(t)=v\,[I_z\cos q+\sin q\,(I_x\cos wt+I_y\sin wt)]$$

in the basis of $I_z$ eigenstates. Here $I_x,I_y,I_z$ are the spin operators, half the Pauli matrices; the bare `I` in the code is the imaginary unit. The sign convention gives the spin state along the field vector the energy $+v/2$, as `alignedState_eigen` confirms at $t=0$. For a positive gyromagnetic ratio, this vector points opposite to the magnetic field.

Spinors are functions `Fin 2 → ℂ`, with component 0 for spin up and 1 for spin down. They are left unnormalised:

$$\texttt{alignedState}=v\,(1+\cos q,\ \sin q)=2v\cos\tfrac q2\,\left(\cos\tfrac q2,\ \sin\tfrac q2\right).$$

The normalised state is therefore $(\cos\frac q2,\sin\frac q2)$, up to a sign. The squared norm of `cyclicState` is $2W(W+v\cos q-w)$ at all times, where $W=\sqrt{v^2+w^2-2vw\cos q}$ is `effFreq`.

The theorem `berry_phase` says that, for $v>0$ and every real $q$,

$$e^{i\pi v/w}\,\psi_w(2\pi/w)\;\longrightarrow\;e^{-i\pi(1-\cos q)}\,\phi\qquad(w\to0^+),$$

where $\psi_w$ is `cyclicState` and $\phi$ is `alignedState`. The filter `𝓝[>] 0` expresses the one-sided limit. The prefactor removes the dynamical phase $-\pi v/w$, which is minus the energy $v/2$ times the period $2\pi/w$. For $0<q<\pi$ the mean energy of $\psi_w$ differs from $v/2$ by a term of order $w^2$, whose contribution to the phase over one period vanishes in the limit. What remains is minus half the solid angle $2\pi(1-\cos q)$ enclosed by the field direction.

If $q$ is an odd multiple of $\pi$, the chosen aligned spinor vanishes and the limit carries no information about a phase. By `cyclicState_ne_zero`, the cyclic state is nonzero whenever $v\ne0$ and $\sin q\ne0$.

Berry's phase belongs to any closed adiabatic path of a nondegenerate level; the path here is a circle traversed at constant speed, and the level is the upper one of a spin 1/2. If $\sin q\ne0$, a spin prepared exactly along the field at finite $w$ poses a different initial-value problem, about which the theorems say nothing. For a single isolated spin without relaxation, the exact solution at finite $w$ gives a reference for numerical propagation in a rotating field.

## An exact solution from the turning frame

Write $\psi(t)=e^{-iwtI_z}\chi(t)$. The Schrödinger equation $i\psi'=H(t)\psi$ becomes

$$i\chi'=[(v\cos q-w)I_z+v\sin q\,I_x]\,\chi .$$

This Hamiltonian is constant, with eigenvalues $\pm W/2$. For $+W/2$, the vector $(A,\ v\sin q)$ with $A=W+v\cos q-w$ satisfies the eigenvalue equation. Returning to the fixed frame gives

$$\psi_w(t)=\left(e^{-i(W+w)t/2}A,\ \ e^{-i(W-w)t/2}\,v\sin q\right).$$

The theorem `cyclicState_solves` checks this solution directly. Its local statement `hd` differentiates an exponential times a constant, while `h1` and `h2` combine the phase of the field with those of the components. After the common phases are removed, the two components require

$$(W+w)A=v\cos q\,A+v^2\sin^2q,$$

$$(W-w)\,v\sin q=v\sin q\,A-v\cos q\,v\sin q .$$

The second follows from the definition of $A$. The first is $(W+w-v\cos q)(W-w+v\cos q)=v^2\sin^2q$, or $W^2=(v\cos q-w)^2+v^2\sin^2q$. For the first, `linear_combination` uses $\sin^2q+\cos^2q=1$ and `effFreq_sq`; the second needs neither. The components of $H\psi$ come from `hamiltonian_mulVec`.

## One turn, then the slow limit

At $t=2\pi/w$ the two exponents are $-i\pi W/w\mp i\pi$. Both exponentials equal $-e^{-i\pi W/w}$, so

$$\psi_w(2\pi/w)=-e^{-i\pi W/w}\,\psi_w(0).$$

This is `cyclicState_period`, where `e1` and `e2` treat the two components. Removing the dynamical phase leaves the factor $-e^{-i\pi(W-v)/w}$, so the limit of $(W-v)/w$ is needed. Rationalising the difference gives

$$\frac{W-v}{w}=\frac{W^2-v^2}{w(W+v)}=\frac{w-2v\cos q}{W+v}\longrightarrow-\cos q .$$

The limit $W\to v$ is `effFreq_tendsto`, obtained from continuity and $\sqrt{v^2}=v$. Multiplication by $2\pi$ gives `excess_angle_tendsto`: the excess precession angle per turn tends to $-2\pi\cos q$. The cyclic spinor acquires minus half of this angle as a phase, in addition to the sign $-1$, so the factor tends to

$$-e^{i\pi\cos q}=e^{-i\pi(1-\cos q)} .$$

In `berry_phase`, `h1` carries the angle limit through the continuous function $x\mapsto-e^{-ix/2}$. The initial spinor $(A,\ v\sin q)$ tends to $(v+v\cos q,\ v\sin q)$, which is `h0`. The product of these two limits is the stated result.

## Changing the function without changing the limit

The factor $e^{i\pi v/w}$ has no limit as $w\to0^+$, and neither does $e^{-i\pi W/w}$. They have to be combined before the limit is taken, and Mathlib's `Tendsto.congr'` permits this. Given a limit for one function, it transfers that limit to any function that agrees with it eventually along the filter.

Here "eventually" means for all sufficiently small positive $w$. The line `filter_upwards [self_mem_nhdsWithin] with w hw` reduces the required agreement to an identity for a single $w$ with `hw` saying that $w>0$, so division by $w$ is legitimate. In `excess_angle_tendsto` the identity is the rationalised quotient; in `berry_phase` it is the period formula with the two exponentials merged.

The unprimed `Tendsto.congr` demands agreement at every $w$. It suffices for the components of the initial spinor, but not for the quotient: at $w=0$ Lean's division returns 0, whereas the rationalised form gives $-2\pi\cos q$, which is nonzero unless $\cos q=0$.
